# The probability of a configuration is at most that of its part on a cluster

On a finite set of sites, each with its own finite set of species, a real weight `p` is given to every configuration. `clusterProb p S x` is the sum of `p y` over all configurations `y` that agree with `x` on the cluster `S`, and the theorem states that `p x` is at most this sum if `p` is nowhere negative. The weights need not add up to one; where their total is positive, dividing by it turns both sides into probabilities. The proof writes `p x` as the term `y = x` of the sum and applies `single_le_sum`, by which one term is at most the whole sum when all terms are non-negative.

The first attempt, which Lean rejects:

```lean
import Mathlib

open Finset Function

namespace LeClusterProb

noncomputable section

variable {ι : Type*} [Fintype ι] [DecidableEq ι] {α : ι → Type*}
  [∀ i, Fintype (α i)] [∀ i, DecidableEq (α i)]

/-- Probability of finding on the cluster `S` the same species as in the configuration `x`. -/
def clusterProb (p : (∀ i, α i) → ℝ) (S : Finset ι) (x : ∀ i, α i) : ℝ :=
  ∑ y : ∀ i, α i, if ∀ j ∈ S, y j = x j then p y else 0

/-- For non-negative `p`, a configuration is at most as probable as its part on a cluster. -/
theorem le_clusterProb {p : (∀ i, α i) → ℝ} (hp : ∀ x, 0 ≤ p x) (S : Finset ι)
    (x : ∀ i, α i) : p x ≤ clusterProb p S x := by
  calc p x = if ∀ j ∈ S, x j = x j then p x else 0 := (if_pos fun _ _ => rfl).symm
    _ ≤ clusterProb p S x :=
      single_le_sum (f := fun y : ∀ i, α i => if ∀ j ∈ S, y j = x j then p y else 0)
        (fun y _ => by
          dsimp only
          split_ifs
          exacts [hp y, le_rfl]) (mem_univ x)

end

end LeClusterProb
```

Lean reports:

```
Main.lean:23:10: error: `dsimp` made no progress
```

Cause. The message says that `dsimp only` found nothing to simplify, which Lean treats as an error. The step stands at the start of the proof that each term of the sum is non-negative. Without any lemmas named, `dsimp only` can do little more here than beta-reduce, that is, put `y` into the function given as `f`. But the goal was already in that form when the tactic block began: Lean had put the argument in when it filled `f` into the statement of `single_le_sum`. The goal was thus `0 ≤ if ∀ j ∈ S, y j = x j then p y else 0`, with no function application left to reduce.

The diff deletes the line. `split_ifs` then works directly on the `if` and leaves the two goals `0 ≤ p y` and `0 ≤ 0`, which `hp y` and `le_rfl` close as before.

Fix (accepted with no message):

```diff
@@ -21,5 +21,4 @@
       single_le_sum (f := fun y : ∀ i, α i => if ∀ j ∈ S, y j = x j then p y else 0)
         (fun y _ => by
-          dsimp only
           split_ifs
           exacts [hp y, le_rfl]) (mem_univ x)
```
